# The excess energy of a Slater determinant over a gapped non-interacting ground state bounds the distance between their density matrices

The theorem `energy_bound` concerns non-interacting fermions in a finite basis, with a real symmetric one-particle Hamiltonian `H` and real one-particle density matrices `P` and `Q`, both orthogonal projectors of rank `N`. The range of `P` is invariant under `H`, and for some level `μ` normalised vectors in that range have energy at most `μ`, while normalised vectors orthogonal to it have energy at least `μ + g`; for `g ≥ 0` this makes `P` a ground state. The claim is that the energy tr(HQ) exceeds tr(HP) by at least `g / 2` times the squared Frobenius distance between `P` and `Q`. The attempt applies the two energy bounds to the columns of `P (1 - Q)` and `(1 - P) Q`, sums them into traces and combines the results by linear arithmetic.

Lean 4 with Mathlib refuses this proof:

```lean
import Mathlib

open Matrix

namespace EnergyBound

variable {n : Type*} [Fintype n] [DecidableEq n]

/-- A real orthogonal projector of rank `N`: the one-particle density matrix of `N` filled
orbitals. -/
structure IsProjector (N : ℕ) (P : Matrix n n ℝ) : Prop where
  symmetric : Pᵀ = P
  idem : P * P = P
  rank : P.trace = N

/-- For symmetric `H` and `g ≥ 0`, this says that `P` fills `N` lowest levels of `H`. In general,
`P` is a rank `N` projector, its range is invariant under `H`, and for some level `μ` the occupied
energies are at most `μ` and the unoccupied ones at least `μ + g`. -/
structure IsGround (H : Matrix n n ℝ) (N : ℕ) (g : ℝ) (P : Matrix n n ℝ) : Prop where
  proj : IsProjector N P
  invariant : P * H * P = H * P
  ordered : ∃ μ : ℝ, (∀ x, P *ᵥ x = x → x ⬝ᵥ H *ᵥ x ≤ μ * (x ⬝ᵥ x)) ∧
    (∀ x, P *ᵥ x = 0 → (μ + g) * (x ⬝ᵥ x) ≤ x ⬝ᵥ H *ᵥ x)

/-- The squared Frobenius distance between two density matrices. -/
def sqDist (P Q : Matrix n n ℝ) : ℝ := ∑ i, ∑ j, (P i j - Q i j) ^ 2

omit [DecidableEq n] in
/-- The trace of `Aᵀ M A` is the sum of `a ⬝ᵥ M *ᵥ a` over the columns `a` of `A`. -/
theorem trace_conj (A M : Matrix n n ℝ) :
    (Aᵀ * M * A).trace = ∑ j, (fun i => A i j) ⬝ᵥ M *ᵥ (fun i => A i j) := by
  rw [Matrix.mul_assoc]
  rfl

omit [DecidableEq n] in
/-- If `P` and `Q` are symmetric, `Q` is idempotent and `M` leaves the range of `P` invariant in the
sense `P M P = M P`, then `(P Q)ᵀ M (P Q)` and `M P Q` have the same trace. -/
theorem trace_sandwich {P Q M : Matrix n n ℝ} (hP : Pᵀ = P) (hQ : Qᵀ = Q)
    (hQQ : Q * Q = Q) (hM : P * M * P = M * P) :
    ((P * Q)ᵀ * M * (P * Q)).trace = (M * P * Q).trace := by
  have e : (P * Q)ᵀ * M * (P * Q) = Q * ((P * M * P) * Q) := by
    rw [Matrix.transpose_mul, hP, hQ]
    simp only [Matrix.mul_assoc]
  rw [e, hM, Matrix.trace_mul_comm, Matrix.mul_assoc (M * P), hQQ]

omit [DecidableEq n] in
/-- A ground projector of a symmetric Hamiltonian commutes with it. -/
theorem IsGround.commutes {H P : Matrix n n ℝ} {N : ℕ} {g : ℝ} (hH : H.IsSymm)
    (hP : IsGround H N g P) : P * H = H * P := by
  have t := congrArg Matrix.transpose hP.invariant
  simp only [Matrix.transpose_mul, hP.proj.symmetric, hH.eq] at t
  calc P * H = P * (H * P) := t.symm
    _ = P * H * P := (Matrix.mul_assoc _ _ _).symm
    _ = H * P := hP.invariant

omit [DecidableEq n] in
/-- The squared distance of two rank `N` projectors `P` and `Q` is `2 * (N - tr (P Q))`. -/
theorem sqDist_eq {P Q : Matrix n n ℝ} {N : ℕ} (hP : IsProjector N P)
    (hQ : IsProjector N Q) : sqDist P Q = 2 * (N - (P * Q).trace) := by
  have e : sqDist P Q = ((P - Q) * (P - Q)ᵀ).trace := by
    simp only [sqDist, Matrix.trace, Matrix.diag_apply, Matrix.mul_apply,
      Matrix.transpose_apply, Matrix.sub_apply, sq]
  rw [e, Matrix.transpose_sub, hP.symmetric, hQ.symmetric]
  simp only [Matrix.mul_sub, Matrix.sub_mul, Matrix.trace_sub, hP.idem, hQ.idem,
    hP.rank, hQ.rank, Matrix.trace_mul_comm Q P]
  ring

/-- Variational principle with a gap: for symmetric `H`, any rank `N` projector `Q` lies above the
ground projector `P` in energy by at least `g / 2` times their squared distance. -/
theorem energy_bound {H P Q : Matrix n n ℝ} {N : ℕ} {g : ℝ} (hH : H.IsSymm)
    (hP : IsGround H N g P) (hQ : IsProjector N Q) :
    g / 2 * sqDist P Q ≤ (H * Q).trace - (H * P).trace := by
  obtain ⟨μ, hocc, hvir⟩ := hP.ordered
  have comm := hP.commutes hH
  have pp := hP.proj.idem
  have ps : (1 - P)ᵀ = 1 - P := by
    rw [Matrix.transpose_sub, Matrix.transpose_one, hP.proj.symmetric]
  have qs : (1 - Q)ᵀ = 1 - Q := by
    rw [Matrix.transpose_sub, Matrix.transpose_one, hQ.symmetric]
  have qq : (1 - Q) * (1 - Q) = 1 - Q := by
    simp [Matrix.mul_sub, Matrix.sub_mul, hQ.idem]
  have ph : (1 - P) * H * (1 - P) = H * (1 - P) := by
    simp [Matrix.mul_sub, Matrix.sub_mul, hP.invariant, comm]
  have p1 : (1 - P) * 1 * (1 - P) = 1 * (1 - P) := by
    simp [Matrix.mul_sub, Matrix.sub_mul, pp]
  -- the columns of `P (1 - Q)` are occupied states
  have hA : ((P * (1 - Q))ᵀ * H * (P * (1 - Q))).trace
      ≤ μ * ((P * (1 - Q))ᵀ * 1 * (P * (1 - Q))).trace := by
    have hc : P * (P * (1 - Q)) = P * (1 - Q) := by rw [← Matrix.mul_assoc, pp]
    rw [trace_conj, trace_conj, Finset.mul_sum]
    refine Finset.sum_le_sum fun j _ => ?_
    rw [Matrix.one_mulVec]
    exact hocc _ (funext fun i => congrFun (congrFun hc i) j)
  -- the columns of `(1 - P) Q` are unoccupied states
  have hB : (μ + g) * (((1 - P) * Q)ᵀ * 1 * ((1 - P) * Q)).trace
      ≤ (((1 - P) * Q)ᵀ * H * ((1 - P) * Q)).trace := by
    have hc : P * ((1 - P) * Q) = 0 := by
      rw [← Matrix.mul_assoc, Matrix.mul_sub, Matrix.mul_one, pp, sub_self, Matrix.zero_mul]
    rw [trace_conj, trace_conj, Finset.mul_sum]
    refine Finset.sum_le_sum fun j _ => ?_
    rw [Matrix.one_mulVec]
    exact hvir _ (funext fun i => congrFun (congrFun hc i) j)
  rw [trace_sandwich hP.proj.symmetric qs qq hP.invariant,
    trace_sandwich hP.proj.symmetric qs qq (by simp [pp])] at hA
  rw [trace_sandwich ps hQ.symmetric hQ.idem p1,
    trace_sandwich ps hQ.symmetric hQ.idem ph] at hB
  simp only [Matrix.mul_sub, Matrix.sub_mul, Matrix.mul_one, Matrix.one_mul,
    Matrix.trace_sub, hP.proj.rank, hQ.rank] at hA hB
  rw [sqDist_eq hP.proj hQ]
  linarith

end EnergyBound
```

Lean reports:

```
Main.lean:82:51: error: unsolved goals
n : Type u_1
inst✝¹ : Fintype n
inst✝ : DecidableEq n
H P Q : Matrix n n ℝ
N : ℕ
g : ℝ
hH : H.IsSymm
hP : IsGround H N g P
hQ : IsProjector N Q
μ : ℝ
hocc : ∀ (x : n → ℝ), P *ᵥ x = x → x ⬝ᵥ H *ᵥ x ≤ μ * x ⬝ᵥ x
hvir : ∀ (x : n → ℝ), P *ᵥ x = 0 → (μ + g) * x ⬝ᵥ x ≤ x ⬝ᵥ H *ᵥ x
comm : P * H = H * P
pp : P * P = P
ps : (1 - P)ᵀ = 1 - P
qs : (1 - Q)ᵀ = 1 - Q
qq : (1 - Q) * (1 - Q) = 1 - Q
⊢ H * P - H * P * P = 0
Main.lean:83:42: warning: This simp argument is unused:
  hP.invariant

Hint: Omit it from the simp argument list.
  [apply] simp [Matrix.mul_sub, Matrix.sub_mul, comm]

Note: This linter can be disabled with `set_option linter.unusedSimpArgs false`
```

After these edits no error is left:

```diff
@@ -81,8 +81,9 @@
     simp [Matrix.mul_sub, Matrix.sub_mul, hQ.idem]
   have ph : (1 - P) * H * (1 - P) = H * (1 - P) := by
-    simp [Matrix.mul_sub, Matrix.sub_mul, hP.invariant, comm]
+    simp [Matrix.mul_sub, Matrix.sub_mul, comm]
+    rw [Matrix.mul_assoc, pp, sub_self]
   have p1 : (1 - P) * 1 * (1 - P) = 1 * (1 - P) := by
     simp [Matrix.mul_sub, Matrix.sub_mul, pp]
-  -- the columns of `P (1 - Q)` are occupied states
+  -- the columns of `P (1 - Q)` lie in the occupied space
   have hA : ((P * (1 - Q))ᵀ * H * (P * (1 - Q))).trace
       ≤ μ * ((P * (1 - Q))ᵀ * 1 * (P * (1 - Q))).trace := by
@@ -92,5 +93,5 @@
     rw [Matrix.one_mulVec]
     exact hocc _ (funext fun i => congrFun (congrFun hc i) j)
-  -- the columns of `(1 - P) Q` are unoccupied states
+  -- the columns of `(1 - P) Q` lie in the unoccupied space
   have hB : (μ + g) * (((1 - P) * Q)ᵀ * 1 * ((1 - P) * Q)).trace
       ≤ (((1 - P) * Q)ᵀ * H * ((1 - P) * Q)).trace := by
```

The error is in the auxiliary fact `ph`, that `1 - P` also leaves its range invariant under `H`. The `simp` call was given both `hP.invariant`, which rewrites `P * H * P` to `H * P`, and `comm`, which rewrites `P * H` to `H * P`. Since `P * H` is a subterm of `P * H * P`, `comm` acted first and produced `H * P * P`. The left side of `hP.invariant` was then gone, which is why the warning calls that argument unused.

What remained was `H * P - H * P * P = 0`. This follows from `P * P = P`, but `simp` had not been given `pp`, and the product is bracketed as `(H * P) * P`, in which `P * P` is not a subterm. The added `rw` rebrackets it with `Matrix.mul_assoc`, applies `pp` and cancels with `sub_self`.

Dropping `hP.invariant` from the `simp` call is mere tidying, as are the two reworded comments.
